# Geometric residual decay in a fixed-step resolvent iteration for XANES

Let $H$ be a Hermitian operator, $E$ a real energy and $s>0$ a broadening, and suppose that $\|(E-H)v\|\le W\|v\|$ for all $v$, with $W\ge 0$. Put $z=E+is$ and $t=s/(W^2+s^2)$. For a source vector $b$, start from $x_0=0$ and iterate

$$x_{k+1}=x_k-it\,r_k,\qquad r_k=b-(z-H)x_k .$$

Then the residual satisfies

$$\|r_k\|\le\rho^k\|b\|,\qquad \rho=\frac{W}{\sqrt{W^2+s^2}} .$$

In a one-electron model of XANES, $b$ is the dipole operator applied to the core state, with the components along occupied eigenstates of $H$ projected out, and $x=(z-H)^{-1}b$ gives the broadened absorption signal $A(x)=-\operatorname{Im}\langle b,x\rangle/\pi$, up to prefactors. For a bounded Hamiltonian with constant broadening, the bound tells how many applications of $H$ are enough at one energy.

## Why the residual shrinks

Inserting the update into the residual gives

$$r_{k+1}=r_k+it(z-H)r_k=(1-ts)r_k+it(E-H)r_k .$$

Write $a=1-ts$ and $w=(E-H)r_k$. The cross term in $\|r_{k+1}\|^2$ is

$$2\operatorname{Re}\langle ar_k,itw\rangle=-2at\operatorname{Im}\langle r_k,w\rangle=0,$$

because expectation values of the Hermitian operator $E-H$ are real. Hence

$$\|r_{k+1}\|^2=a^2\|r_k\|^2+t^2\|w\|^2\le(a^2+t^2W^2)\|r_k\|^2 .$$

The chosen $t$ gives $a=W^2/(W^2+s^2)$, so

$$a^2+t^2W^2=\frac{W^4+s^2W^2}{(W^2+s^2)^2}=\frac{W^2}{W^2+s^2}=\rho^2 .$$

Since $r_0=b$, induction on $k$ proves the bound.

## Step counts and the error in the spectrum

Let $q=1-\rho^2=1/(1+(W/s)^2)$. From $1-q\le e^{-q}$ we get $\rho^{2k}\le e^{-kq}$. This is at most $\varepsilon^2$, for $\varepsilon>0$, once

$$k\ge 2\bigl(1+(W/s)^2\bigr)\log(1/\varepsilon).$$

The quadratic growth does occur. If $Hb=(E-W)b$, each step multiplies the residual by $c=1-ts+itW$, and $|c|=\rho$, so $\|r_k\|=\rho^k\|b\|$. For $b\ne0$ and $W>0$, reaching $\rho^k\le\varepsilon$ requires $k\log(1/\rho^2)\ge2\log(1/\varepsilon)$. Since $\log(1/\rho^2)=\log(1+s^2/W^2)\le s^2/W^2$, it follows that $k\ge2(W/s)^2\log(1/\varepsilon)$. For $W=0$ this lower bound is just zero.

For the signal, apply the same sum of squares to $-i(z-H)v=sv-i(E-H)v$:

$$\|(z-H)v\|^2=s^2\|v\|^2+\|(E-H)v\|^2\ge s^2\|v\|^2 .$$

If $(z-H)x=b$, then $(z-H)(x-x_k)=r_k$, so $\|x-x_k\|\le\rho^k\|b\|/s$. The Cauchy–Schwarz inequality then gives

$$|A(x_k)-A(x)|\le\frac{\|b\|\,\|x-x_k\|}{\pi}\le\frac{\rho^k\|b\|^2}{\pi s}.$$

## A non-Hermitian example without decay

The norm bound on $E-H$ is not enough by itself. On the one-dimensional space $\mathbb C$, let $H$ be multiplication by $E+is$, and take $W=s$. The norm bound holds, but $z-H=0$, so the residual stays equal to $b$, whereas the estimate would demand $2^{-k/2}|b|$. The example violates $\operatorname{Im}\langle v,Hv\rangle\le0$, a condition weaker than Hermiticity that already keeps the cross term from being positive.

## The operator, the iterates and the signal in Lean

The state space `V` is a complex inner product space of any dimension, and completeness is not required.

```lean
import Mathlib

namespace XanesResolventIteration

noncomputable section

variable {V : Type*} [NormedAddCommGroup V] [InnerProductSpace ℂ V]
```

The Hamiltonian is a linear map defined on all of `V`, and `shifted` is $z-H$.

```lean
/-- The broadened operator `z - H` at complex energy `z = E + i s`. -/
def shifted (H : V →ₗ[ℂ] V) (E s : ℝ) : V →ₗ[ℂ] V :=
  ((E : ℂ) + (s : ℂ) * Complex.I) • LinearMap.id - H
```

The iterates $x_k$ are defined by recursion for an arbitrary real step `t`.

```lean
/-- The iterates `x ↦ x - i t (b - (z - H) x)`, started from `x = 0`. -/
def approx (H : V →ₗ[ℂ] V) (E s t : ℝ) (b : V) : ℕ → V
  | 0 => 0
  | k + 1 => approx H E s t b k -
      (Complex.I * (t : ℂ)) • (b - shifted H E s (approx H E s t b k))
```

The residual is computed from the iterates, so its recursion has to be proved.

```lean
/-- The residual `b - (z - H) x` of the iterate after `k` steps. -/
def residual (H : V →ₗ[ℂ] V) (E s t : ℝ) (b : V) (k : ℕ) : V :=
  b - shifted H E s (approx H E s t b k)
```

The next two definitions are $t$ and $\rho$.

```lean
/-- The step size `t = s / (W² + s²)`, for `s` and `W` not both zero. -/
def stepSize (s W : ℝ) : ℝ := s / (W ^ 2 + s ^ 2)

/-- The contraction factor `W / √(W² + s²)`, for `s` and `W` not both zero. -/
def rate (s W : ℝ) : ℝ := W / √(W ^ 2 + s ^ 2)
```

Lean's inner product is conjugate-linear in its first argument, which matches $\langle b,x\rangle$ in the signal.

```lean
/-- The absorption signal `-Im ⟨b, x⟩ / π` of a source `b` and a response `x`. -/
def absorption (b x : V) : ℝ := -(inner ℂ b x).im / Real.pi
```

## One step of the residual

The first lemma is the recursion for $r_{k+1}$. Linearity gives $r_k+it(z-H)r_k$, and `hI` evaluates the product $it\cdot is=-ts$.

```lean
/-- One step turns the residual `r` into `(1 - t s) r + i t (E - H) r`. -/
theorem residual_succ (H : V →ₗ[ℂ] V) (E s t : ℝ) (b : V) (k : ℕ) :
    residual H E s t b (k + 1) =
      ((1 - t * s : ℝ) : ℂ) • residual H E s t b k + (Complex.I * (t : ℂ)) •
        ((E : ℂ) • residual H E s t b k - H (residual H E s t b k)) := by
  have h : residual H E s t b (k + 1) = residual H E s t b k +
      (Complex.I * (t : ℂ)) • shifted H E s (residual H E s t b k) := by
    simp only [residual, approx, map_sub, map_smul]
    module
  have hA : ∀ v, shifted H E s v = ((E : ℂ) + (s : ℂ) * Complex.I) • v - H v :=
    fun v => rfl
  have hI : (Complex.I * (t : ℂ)) * ((s : ℂ) * Complex.I) = -((t : ℂ) * s) := by
    linear_combination (t : ℂ) * s * Complex.I_mul_I
  rw [h, hA]
  push_cast
  linear_combination (norm := module) hI • residual H E s t b k
```

The hypothesis `H.IsSymmetric` says $\langle Hu,v\rangle=\langle u,Hv\rangle$. It enters through `h1`, the reality of $\langle v,Hv\rangle$; `hw` carries this over to $E-H$, and `hc` is the vanishing cross term.

```lean
/-- For Hermitian `H` and real `a`, `t`, the vectors `a v` and `i t (E - H) v`
contribute to the squared norm of their sum without interference. -/
theorem norm_sq_no_interference {H : V →ₗ[ℂ] V} (hH : H.IsSymmetric)
    (E a t : ℝ) (v : V) :
    ‖(a : ℂ) • v + (Complex.I * (t : ℂ)) • ((E : ℂ) • v - H v)‖ ^ 2 =
      a ^ 2 * ‖v‖ ^ 2 + t ^ 2 * ‖(E : ℂ) • v - H v‖ ^ 2 := by
  -- expectation values of a Hermitian operator are real
  have h1 : (inner ℂ v (H v)).im = 0 := by
    have h := inner_conj_symm (𝕜 := ℂ) v (H v)
    rw [hH v v] at h
    exact Complex.conj_eq_iff_im.mp h
  have h2 : (inner ℂ v v).im = 0 :=
    Complex.conj_eq_iff_im.mp (inner_conj_symm (𝕜 := ℂ) v v)
  have hw : (inner ℂ v ((E : ℂ) • v - H v)).im = 0 := by
    rw [inner_sub_right, inner_smul_right]
    simp only [Complex.sub_im, Complex.mul_im, Complex.ofReal_re, Complex.ofReal_im, h1, h2]
    ring
  generalize (E : ℂ) • v - H v = w at hw ⊢
  have hc : RCLike.re (inner ℂ ((a : ℂ) • v) ((Complex.I * (t : ℂ)) • w)) = 0 := by
    rw [inner_smul_left, inner_smul_right, Complex.conj_ofReal]
    change Complex.re _ = 0
    simp only [Complex.mul_re, Complex.mul_im, Complex.ofReal_re, Complex.ofReal_im,
      Complex.I_re, Complex.I_im, hw]
    ring
  rw [norm_add_sq (𝕜 := ℂ), hc]
  simp only [norm_smul, norm_mul, Complex.norm_I, Complex.norm_real, Real.norm_eq_abs,
    one_mul, mul_pow, sq_abs]
  ring
```

The algebra for the chosen step follows from $t(W^2+s^2)=s$, which is `h` in the proof.

```lean
/-- For `s > 0` the squared contraction factor is `W² / (W² + s²)`, and the chosen step
size makes `(1 - t s)² + t² W²` equal to it. -/
theorem rate_sq {s : ℝ} (hs : 0 < s) (W : ℝ) :
    rate s W ^ 2 = W ^ 2 / (W ^ 2 + s ^ 2) ∧
      (1 - stepSize s W * s) ^ 2 + stepSize s W ^ 2 * W ^ 2 = rate s W ^ 2 := by
  have hD : W ^ 2 + s ^ 2 ≠ 0 := by positivity
  have h1 : rate s W ^ 2 = W ^ 2 / (W ^ 2 + s ^ 2) := by
    rw [rate, div_pow, Real.sq_sqrt (by positivity)]
  have h : stepSize s W * (W ^ 2 + s ^ 2) = s := div_mul_cancel₀ s hD
  refine ⟨h1, ?_⟩
  rw [h1, eq_div_iff hD]
  linear_combination (stepSize s W * (W ^ 2 + s ^ 2) - s) * h
```

## The residual bound and the sufficient step count

In the main theorem, `hB` is the norm bound. It stands for a Hamiltonian whose spectrum lies within $W$ of $E$, as in a finite basis; an unbounded Hamiltonian does not satisfy it. The inner statement `step` compares squared norms, and the induction multiplies the factors.

```lean
/-- For Hermitian `H` with `‖E - H‖ ≤ W` and broadening `s > 0`, the residual norm after `k` steps
of size `stepSize s W` is at most `(W / √(W² + s²))^k ‖b‖`. -/
theorem residual_bound {H : V →ₗ[ℂ] V} (hH : H.IsSymmetric) {E s W : ℝ}
    (hs : 0 < s) (hW : 0 ≤ W) (hB : ∀ v, ‖(E : ℂ) • v - H v‖ ≤ W * ‖v‖)
    (b : V) (k : ℕ) :
    ‖residual H E s (stepSize s W) b k‖ ≤ rate s W ^ k * ‖b‖ := by
  have hr : 0 ≤ rate s W := div_nonneg hW (Real.sqrt_nonneg _)
  induction k with
  | zero => simp [residual, approx]
  | succ k ih =>
    have step : ‖residual H E s (stepSize s W) b (k + 1)‖ ≤
        rate s W * ‖residual H E s (stepSize s W) b k‖ := by
      refine (sq_le_sq₀ (norm_nonneg _) (by positivity)).mp ?_
      rw [residual_succ, norm_sq_no_interference hH]
      generalize residual H E s (stepSize s W) b k = r
      have h := pow_le_pow_left₀ (norm_nonneg _) (hB r) 2
      have h' := mul_le_mul_of_nonneg_left h (sq_nonneg (stepSize s W))
      linear_combination h' + ‖r‖ ^ 2 * (rate_sq hs W).2
    calc _ ≤ _ := step
      _ ≤ rate s W * (rate s W ^ k * ‖b‖) := mul_le_mul_of_nonneg_left ih hr
      _ = _ := by ring
```

The sufficient count uses the same hypotheses. Here `e2` is $(1+(W/s)^2)q=1$, `h1` is $\rho^2\le e^{-q}$, and `h3` is $\rho^k\le\varepsilon$.

```lean
/-- For Hermitian `H` with `‖E - H‖ ≤ W`, broadening `s > 0` and `ε > 0`, the residual norm is at
most `ε ‖b‖` after any number `k ≥ 2 (1 + (W/s)²) log (1/ε)` of steps of size `stepSize s W`. -/
theorem steps_suffice {H : V →ₗ[ℂ] V} (hH : H.IsSymmetric) {E s W ε : ℝ}
    (hs : 0 < s) (hW : 0 ≤ W) (hB : ∀ v, ‖(E : ℂ) • v - H v‖ ≤ W * ‖v‖)
    (hε : 0 < ε) (b : V) (k : ℕ)
    (hk : 2 * (1 + (W / s) ^ 2) * Real.log (1 / ε) ≤ k) :
    ‖residual H E s (stepSize s W) b k‖ ≤ ε * ‖b‖ := by
  have hr : 0 ≤ rate s W := div_nonneg hW (Real.sqrt_nonneg _)
  have hD : W ^ 2 + s ^ 2 ≠ 0 := by positivity
  have hs2 : s ^ 2 ≠ 0 := by positivity
  obtain ⟨q, hq⟩ : ∃ q, q = s ^ 2 / (W ^ 2 + s ^ 2) := ⟨_, rfl⟩
  have hq0 : 0 ≤ q := by rw [hq]; positivity
  have e1 : W ^ 2 / (W ^ 2 + s ^ 2) + q = 1 := by rw [hq, ← add_div, div_self hD]
  have e2 : (1 + (W / s) ^ 2) * q = 1 := by
    have h : 1 + (W / s) ^ 2 = (W ^ 2 + s ^ 2) / s ^ 2 := by
      rw [div_pow, add_div, div_self hs2, add_comm]
    rw [h, hq, div_mul_div_comm, mul_comm (s ^ 2), div_self (mul_ne_zero hD hs2)]
  -- each step gains at least a factor exp (-q) in the squared residual
  have h1 : rate s W ^ 2 ≤ Real.exp (-q) := by
    rw [(rate_sq hs W).1]
    linarith [Real.add_one_le_exp (-q)]
  have h2 : (k : ℝ) * -q ≤ Real.log ε + Real.log ε := by
    have h := mul_le_mul_of_nonneg_right hk hq0
    rw [one_div, Real.log_inv] at h
    linear_combination h + 2 * Real.log ε * e2
  have h3 : rate s W ^ k ≤ ε := by
    refine (sq_le_sq₀ (by positivity) hε.le).mp ?_
    calc (rate s W ^ k) ^ 2 = (rate s W ^ 2) ^ k := by rw [← pow_mul, ← pow_mul, mul_comm]
      _ ≤ Real.exp (-q) ^ k := pow_le_pow_left₀ (sq_nonneg _) h1 k
      _ = Real.exp (k * -q) := (Real.exp_nat_mul _ _).symm
      _ ≤ Real.exp (Real.log ε + Real.log ε) := Real.exp_le_exp.mpr h2
      _ = ε ^ 2 := by rw [Real.exp_add, Real.exp_log hε, sq]
  exact (residual_bound hH hs hW hB b k).trans
    (mul_le_mul_of_nonneg_right h3 (norm_nonneg b))
```

## A source that attains the bound

Besides $s>0$ and $W\ge0$, the equality uses only the eigenvector equation `hb`, since the residual never leaves the direction of $b$. The induction shows $r_k=c^kb$, and `hn` gives $|c|=\rho$.

```lean
/-- If the source `b` is an eigenvector of `H` at energy `E - W`, with `W ≥ 0` and `s > 0`, the
residual norm after `k` steps of size `stepSize s W` equals `(W / √(W² + s²))^k ‖b‖`. -/
theorem residual_sharp {H : V →ₗ[ℂ] V} {E s W : ℝ} (hs : 0 < s) (hW : 0 ≤ W)
    {b : V} (hb : H b = ((E : ℂ) - W) • b) (k : ℕ) :
    ‖residual H E s (stepSize s W) b k‖ = rate s W ^ k * ‖b‖ := by
  have hr : 0 ≤ rate s W := div_nonneg hW (Real.sqrt_nonneg _)
  obtain ⟨c, hc⟩ : ∃ c : ℂ, c = ((1 - stepSize s W * s : ℝ) : ℂ) +
      ((stepSize s W * W : ℝ) : ℂ) * Complex.I := ⟨_, rfl⟩
  have hn : ‖c‖ = rate s W := by
    refine (sq_eq_sq₀ (norm_nonneg _) hr).mp ?_
    rw [Complex.sq_norm, hc, Complex.normSq_add_mul_I, ← (rate_sq hs W).2]
    ring
  -- the residual stays along b and is multiplied by c in each step
  have h : residual H E s (stepSize s W) b k = c ^ k • b := by
    induction k with
    | zero => simp [residual, approx]
    | succ k ih =>
      rw [residual_succ, ih, map_smul, hb, pow_succ, hc]
      push_cast
      module
  rw [h, norm_smul, norm_pow, hn]
```

The lower bound on the step count concerns such a source and this step size; it says nothing about other solvers. The case $W=0$ is treated first. After that, `h2` is the logarithm inequality $\log(1/\rho^2)\le s^2/W^2$.

```lean
/-- For a nonzero source that is an eigenvector of `H` at energy `E - W`, with `W ≥ 0` and `s > 0`,
a relative residual of at most `ε` takes at least `2 (W/s)² log (1/ε)` steps of size `stepSize s W`.
-/
theorem steps_necessary {H : V →ₗ[ℂ] V} {E s W ε : ℝ} (hs : 0 < s) (hW : 0 ≤ W)
    {b : V} (hb0 : b ≠ 0) (hb : H b = ((E : ℂ) - W) • b) (k : ℕ)
    (hk : ‖residual H E s (stepSize s W) b k‖ ≤ ε * ‖b‖) :
    2 * (W / s) ^ 2 * Real.log (1 / ε) ≤ k := by
  rcases hW.eq_or_lt with h0 | hpos
  · simp [← h0]
  rw [residual_sharp hs hW hb] at hk
  have hle : rate s W ^ k ≤ ε := le_of_mul_le_mul_right hk (norm_pos_iff.mpr hb0)
  have hr : 0 < rate s W := div_pos hpos (Real.sqrt_pos.mpr (by positivity))
  have h1 := Real.log_le_log (pow_pos hr k) hle
  rw [Real.log_pow] at h1
  have h2 := Real.log_le_sub_one_of_pos (inv_pos.mpr (pow_pos hr 2))
  rw [Real.log_inv, Real.log_pow, (rate_sq hs W).1, inv_div, add_div,
    div_self (pow_ne_zero 2 hpos.ne')] at h2
  push_cast at h2
  have h3 := mul_le_mul_of_nonneg_left h2 (Nat.cast_nonneg (α := ℝ) k)
  have h4 : 2 * Real.log (1 / ε) ≤ k * (s ^ 2 / W ^ 2) := by
    rw [one_div, Real.log_inv]
    linarith
  have e : (W / s) ^ 2 * (s ^ 2 / W ^ 2) = 1 := by field_simp
  have h5 := mul_le_mul_of_nonneg_left h4 (sq_nonneg (W / s))
  linear_combination h5 + (k : ℝ) * e
```

## The error in the absorption signal

The last theorem takes an exact solution $x$ as given through `hx`; its existence is assumed. The estimate `low` reuses the sum of squares with $a=s$ and $t=-1$, `h1` bounds the error of the response vector, and `h2` is the Cauchy–Schwarz step. For $W>0$, $b\ne0$ and fixed $k\ge1$, the factor $1/s$ makes the bound weaker for sharper spectra, in addition to the slower decay of $\rho^k$.

```lean
/-- For Hermitian `H` with `‖E - H‖ ≤ W` and `s > 0`, the absorption signal after `k` steps of size
`stepSize s W` differs from that of an exact solution of `(z - H) x = b` by at most
`(W / √(W² + s²))^k ‖b‖² / (π s)`. -/
theorem absorption_error {H : V →ₗ[ℂ] V} (hH : H.IsSymmetric) {E s W : ℝ}
    (hs : 0 < s) (hW : 0 ≤ W) (hB : ∀ v, ‖(E : ℂ) • v - H v‖ ≤ W * ‖v‖)
    {b x : V} (hx : shifted H E s x = b) (k : ℕ) :
    |absorption b (approx H E s (stepSize s W) b k) - absorption b x| ≤
      rate s W ^ k * ‖b‖ ^ 2 / (Real.pi * s) := by
  -- the broadening bounds z - H from below
  have low : ∀ v, s * ‖v‖ ≤ ‖shifted H E s v‖ := by
    intro v
    have h : (-Complex.I) • shifted H E s v = (s : ℂ) • v +
        (Complex.I * ((-1 : ℝ) : ℂ)) • ((E : ℂ) • v - H v) := by
      change (-Complex.I) • (((E : ℂ) + (s : ℂ) * Complex.I) • v - H v) = _
      push_cast
      linear_combination (norm := module) (-(s : ℂ) * Complex.I_mul_I) • v
    have hn := norm_sq_no_interference hH E s (-1) v
    rw [← h, norm_smul, norm_neg, Complex.norm_I, one_mul] at hn
    refine (sq_le_sq₀ (by positivity) (norm_nonneg _)).mp ?_
    rw [hn, mul_pow]
    linarith [sq_nonneg ‖(E : ℂ) • v - H v‖]
  obtain ⟨y, hy⟩ : ∃ y, y = approx H E s (stepSize s W) b k := ⟨_, rfl⟩
  have hres : shifted H E s (x - y) = residual H E s (stepSize s W) b k := by
    rw [map_sub, hx, hy, residual]
  have h1 : s * ‖x - y‖ ≤ rate s W ^ k * ‖b‖ :=
    (low _).trans (hres ▸ residual_bound hH hs hW hB b k)
  have h2 : |(inner ℂ b (x - y)).im| ≤ ‖b‖ * ‖x - y‖ :=
    (Complex.abs_im_le_norm _).trans (norm_inner_le_norm _ _)
  have h3 : absorption b y - absorption b x = (inner ℂ b (x - y)).im / Real.pi := by
    rw [absorption, absorption, inner_sub_right, Complex.sub_im]
    ring
  rw [← hy, h3, abs_div, abs_of_pos Real.pi_pos, ← div_div, div_right_comm]
  refine div_le_div_of_nonneg_right ?_ Real.pi_pos.le
  rw [le_div_iff₀ hs]
  have h4 := mul_le_mul_of_nonneg_right h2 hs.le
  have h5 := mul_le_mul_of_nonneg_left h1 (norm_nonneg b)
  linarith

end

end XanesResolventIteration
```

```lean
#print axioms XanesResolventIteration.steps_suffice
-- 'XanesResolventIteration.steps_suffice' depends on axioms: [propext, Classical.choice, Quot.sound]
#print axioms XanesResolventIteration.residual_sharp
-- 'XanesResolventIteration.residual_sharp' depends on axioms: [propext, Classical.choice, Quot.sound]
#print axioms XanesResolventIteration.steps_necessary
-- 'XanesResolventIteration.steps_necessary' depends on axioms: [propext, Classical.choice, Quot.sound]
#print axioms XanesResolventIteration.absorption_error
-- 'XanesResolventIteration.absorption_error' depends on axioms: [propext, Classical.choice, Quot.sound]
```
